# Bounding the kinetically preconditioned condition number by gap, potential strength and shift

Take one level with kinetic energy t ≥ 0 and potential energy v, where |v| ≤ w and t + v ≥ g > 0. Its energy t + v grows without limit as t grows. Divided by t + c, with a shift c > 0, it becomes

R = (t + v)/(t + c),

which tends to 1 at large t and stays away from zero at small t.

The Sternheimer equation of density functional perturbation theory poses this problem for many levels. Its operator is A = H − εₙ, acting on the unoccupied subspace S, and a higher plane-wave cutoff adds large kinetic energies that slow an iterative solver. Write A = T + W, with T the kinetic energy and W the potential minus εₙ. Suppose that |⟨x,Wx⟩| ≤ w for every normalised x, and that ⟨x,Ax⟩ ≥ g > 0 for every normalised x in S. Then every nonzero x in S obeys

g/(g + w + c) ≤ ⟨x,Ax⟩/⟨x,(T + c)x⟩ ≤ max(1, w/c).

The cutoff does not enter, provided that the same g and w serve at every cutoff.

In Lean, T and W are linear maps on a real or complex inner product space of any dimension. Symmetry is not assumed, and `expect` takes the real part of ⟨x,Ax⟩ without normalising x. The name `quotient` means the generalised Rayleigh quotient R.

```lean
import Mathlib

open Module

namespace KineticPreconditioner

noncomputable section

variable {𝕜 E : Type*} [RCLike 𝕜] [NormedAddCommGroup E] [InnerProductSpace 𝕜 E]

/-- The (real part of the) expectation value `⟨x, A x⟩`, without normalisation of `x`. -/
def expect (A : E →ₗ[𝕜] E) (x : E) : ℝ := RCLike.re (inner 𝕜 x (A x))

/-- The kinetic preconditioner `T + c`, with `c` a real multiple of the identity. -/
def precond (T : E →ₗ[𝕜] E) (c : ℝ) : E →ₗ[𝕜] E := T + (c : 𝕜) • LinearMap.id

/-- The preconditioned Rayleigh quotient: the real part of `⟨x, (T + W) x⟩` divided by the real part
of `⟨x, (T + c) x⟩`, meant for vectors where the latter is nonzero. -/
def quotient (T W : E →ₗ[𝕜] E) (c : ℝ) (x : E) : ℝ :=
  expect (T + W) x / expect (precond T c) x
```

The three physical assumptions form one structure, and `condBound` is the ratio of the upper bound to the lower.

```lean
/-- The kinetic part `T` is non-negative, the remainder `W` is bounded by `w` in expectation,
and `T + W` is bounded below by `g` on the subspace `S`. -/
structure GapBounds (T W : E →ₗ[𝕜] E) (S : Submodule 𝕜 E) (w g : ℝ) : Prop where
  kinetic : ∀ x, 0 ≤ expect T x
  potential : ∀ x, |expect W x| ≤ w * ‖x‖ ^ 2
  gap : ∀ x ∈ S, g * ‖x‖ ^ 2 ≤ expect (T + W) x

/-- The number `max(1, w/c) (g + w + c) / g`, used for `g, c > 0` as a bound on the ratio of two
preconditioned Rayleigh quotients. -/
def condBound (g w c : ℝ) : ℝ := max 1 (w / c) * ((g + w + c) / g)
```

Scaling x leaves R unchanged, so the derivation takes ‖x‖ = 1, t = ⟨x,Tx⟩ and v = ⟨x,Wx⟩. Two lemmas then give the numerator t + v and the denominator t + c; Lean carries the factor ‖x‖² along.

```lean
/-- Expectation values of a sum of operators add. -/
theorem expect_add (A B : E →ₗ[𝕜] E) (x : E) :
    expect (A + B) x = expect A x + expect B x := by
  simp only [expect, LinearMap.add_apply, inner_add_right, map_add]

/-- The shift `c` adds `c ‖x‖²` to the kinetic expectation value. -/
theorem expect_precond (T : E →ₗ[𝕜] E) (c : ℝ) (x : E) :
    expect (precond T c) x = expect T x + c * ‖x‖ ^ 2 := by
  simp only [expect, precond, LinearMap.add_apply, LinearMap.smul_apply, LinearMap.id_apply,
    inner_add_right, inner_smul_right, map_add, RCLike.re_ofReal_mul, inner_self_eq_norm_sq]
```

## Bounded potential: |v| ≤ w

This says that the potential, measured from εₙ, has bounded mean energy in every state. For the bare nuclear attraction −Z/r, no finite w serves at every cutoff. The derivation uses v ≤ w for the upper bound and v ≥ −w for the lower. In the proof of `quotient_bounds` these are the two halves of `hW`.

Without a ceiling on v, a level with t = 0 has R = v/c, which can be arbitrarily large. Without a floor, v = g − t gives R = g/(t + c), which tends to zero as t grows.

The assumption also forces w ≥ 0 once a nonzero vector exists:

```lean
variable {T W : E →ₗ[𝕜] E} {S : Submodule 𝕜 E} {w g c : ℝ}

/-- If a nonzero vector exists, the bound `w` on the potential is non-negative. -/
theorem GapBounds.strength_nonneg (h : GapBounds T W S w g) {x : E} (hx : x ≠ 0) : 0 ≤ w := by
  have hn : 0 < ‖x‖ ^ 2 := pow_pos (norm_pos_iff.2 hx) 2
  have h1 := (abs_nonneg _).trans (h.potential x)
  exact le_of_mul_le_mul_right (by linarith : 0 * ‖x‖ ^ 2 ≤ w * ‖x‖ ^ 2) hn
```

## Non-negative kinetic energy and positive shift: t ≥ 0, c > 0

The shift stands for an energy scale below which the preconditioner stops distinguishing kinetic energies. Together the two conditions give t + c > 0, which permits the division:

```lean
/-- For `c > 0` the preconditioner `T + c` has positive expectation value in every
nonzero vector. -/
theorem GapBounds.precond_pos (h : GapBounds T W S w g) (hc : 0 < c) {x : E} (hx : x ≠ 0) :
    0 < expect (precond T c) x := by
  have hn : 0 < ‖x‖ ^ 2 := pow_pos (norm_pos_iff.2 hx) 2
  rw [expect_precond]
  linarith [h.kinetic x, mul_pos hc hn]
```

They also give the upper bound. With m = max(1, w/c), we have t ≤ mt and w ≤ mc, so

t + v ≤ t + w ≤ m(t + c).

In the proof, `m1` and `m2` are the facts 1 ≤ m and w ≤ mc.

With c = 0, a level with v = w ≥ g and t → 0 has unbounded R. If t could approach −c, the same would happen for v = w ≥ g + c.

## A gap on the subspace: t + v ≥ g > 0

For an insulator, g is the distance from εₙ to the lowest unoccupied level. Restricting x to S matters because ψₙ itself gives t + v = 0. From t ≤ (t + v) + w and then g ≤ t + v,

g(t + c) ≤ g(t + v) + (w + c)g ≤ (g + w + c)(t + v).

Dividing by the positive factors gives the lower bound. The proof cross-multiplies with `div_le_div_iff₀`; `h1` is the gap times w + c, `h2` is v ≥ −w times g, and `linarith` adds them. Without a gap, t = w and v = −w give R = 0.

```lean
/-- For `g, c > 0` and every nonzero `x` in the gapped subspace, the preconditioned Rayleigh
quotient lies between `g / (g + w + c)` and `max(1, w/c)`. -/
theorem quotient_bounds (h : GapBounds T W S w g) (hg : 0 < g) (hc : 0 < c)
    {x : E} (hxS : x ∈ S) (hx : x ≠ 0) :
    g / (g + w + c) ≤ quotient T W c x ∧ quotient T W c x ≤ max 1 (w / c) := by
  have hw := h.strength_nonneg hx
  have hP := h.precond_pos hc hx
  have hT := h.kinetic x
  have hW := abs_le.1 (h.potential x)
  have hA := h.gap x hxS
  have hn : 0 ≤ ‖x‖ ^ 2 := sq_nonneg _
  unfold quotient
  constructor
  · -- the gap pays for the potential and for the shift
    rw [div_le_div_iff₀ (by linarith) hP]
    rw [expect_precond]
    rw [expect_add] at hA ⊢
    have h1 := mul_le_mul_of_nonneg_left hA (add_nonneg hw hc.le)
    have h2 := mul_le_mul_of_nonneg_left hW.1 hg.le
    linarith
  · -- `T + w` is at most `m (T + c)` with `m = max(1, w/c)`
    rw [div_le_iff₀ hP, expect_precond, expect_add]
    have m1 : 1 ≤ max 1 (w / c) := le_max_left _ _
    have m2 : w ≤ max 1 (w / c) * c := (div_le_iff₀ hc).1 (le_max_right _ _)
    have h1 := mul_le_mul_of_nonneg_right m1 hT
    have h2 := mul_le_mul_of_nonneg_right m2 hn
    linarith [hW.2]
```

## From two bounds to a condition number

For symmetric T and W, the preconditioned condition number on S is the supremum of R over the nonzero vectors of S divided by its infimum. Let K = `condBound g w c`. For nonzero x and y in S,

R(x) ≤ m = K · g/(g + w + c) ≤ K R(y).

```lean
/-- For `g, c > 0`, any two preconditioned Rayleigh quotients on the gapped subspace differ at
most by the factor `condBound g w c`, which depends on `g`, `w` and `c` alone. -/
theorem condition_number_bound (h : GapBounds T W S w g) (hg : 0 < g) (hc : 0 < c)
    {x y : E} (hxS : x ∈ S) (hx : x ≠ 0) (hyS : y ∈ S) (hy : y ≠ 0) :
    quotient T W c x ≤ condBound g w c * quotient T W c y := by
  have hw := h.strength_nonneg hx
  have hs : 0 < g + w + c := by linarith
  have hm : 0 < max 1 (w / c) := lt_of_lt_of_le one_pos (le_max_left _ _)
  have hb : 0 ≤ condBound g w c := (mul_pos hm (div_pos hs hg)).le
  calc quotient T W c x ≤ max 1 (w / c) := (quotient_bounds h hg hc hxS hx).2
    _ = condBound g w c * (g / (g + w + c)) := by
        rw [condBound, mul_assoc, div_mul_div_cancel₀ hg.ne', div_self hs.ne', mul_one]
    _ ≤ condBound g w c * quotient T W c y :=
        mul_le_mul_of_nonneg_left (quotient_bounds h hg hc hyS hy).1 hb
```

Real eigenvalues μ of the projected problem obey the same bounds: testing the equation with y = x shows that μ = R(x).

```lean
/-- For `g, c > 0`, every real eigenvalue `μ` of `(T + W) x = μ (T + c) x`, projected on the
gapped subspace, obeys the same two bounds. -/
theorem eigenvalue_bounds (h : GapBounds T W S w g) (hg : 0 < g) (hc : 0 < c)
    {x : E} (hxS : x ∈ S) (hx : x ≠ 0) {μ : ℝ}
    (heig : ∀ y ∈ S, inner 𝕜 y ((T + W) x) = (μ : 𝕜) * inner 𝕜 y (precond T c x)) :
    g / (g + w + c) ≤ μ ∧ μ ≤ max 1 (w / c) := by
  -- testing the equation with `x` itself identifies `μ` as a Rayleigh quotient
  have e : expect (T + W) x = μ * expect (precond T c) x := by
    simp only [expect, heig x hxS, RCLike.re_ofReal_mul]
  have hq : quotient T W c x = μ := by
    rw [quotient, e, mul_div_cancel_right₀ μ (h.precond_pos hc hx).ne']
  exact hq ▸ quotient_bounds h hg hc hxS hx
```

This concerns T + c projected on S. A code that applies (T + c)⁻¹ and then projects uses a different operator unless T maps S into itself, and that step needs its own argument.

Without preconditioning, v ≥ −w makes the mean energy at least t − w, which grows with the kinetic energy:

```lean
/-- Without preconditioning, a vector of mean kinetic energy at least `t` has mean energy at
least `t - w`. -/
theorem unpreconditioned_growth (h : GapBounds T W S w g) {x : E} {t : ℝ}
    (ht : t * ‖x‖ ^ 2 ≤ expect T x) : (t - w) * ‖x‖ ^ 2 ≤ expect (T + W) x := by
  rw [expect_add]
  linarith [(abs_le.1 (h.potential x)).1]
```

The choice c = w minimises K, though not necessarily the true condition number. Since m ≥ 1 and mc ≥ w,

m(g + w + c) ≥ g + 2w,

with equality at c = w; dividing by g gives the minimum 1 + 2w/g.

```lean
/-- For `g, w > 0` the shift `c = w` minimises the condition-number bound over all `c > 0`,
and the minimum is `1 + 2 w / g`. -/
theorem optimal_shift (hg : 0 < g) (hw : 0 < w) :
    condBound g w w = 1 + 2 * w / g ∧ ∀ c, 0 < c → condBound g w w ≤ condBound g w c := by
  have e : condBound g w w = (g + 2 * w) / g := by
    rw [condBound, div_self hw.ne', max_self, one_mul]
    congr 1
    ring
  refine ⟨by rw [e, add_div, div_self hg.ne'], fun c hc => ?_⟩
  rw [e, condBound, ← mul_div_assoc]
  have m1 : 1 ≤ max 1 (w / c) := le_max_left _ _
  have m2 : w ≤ max 1 (w / c) * c := (div_le_iff₀ hc).1 (le_max_right _ _)
  have h1 := mul_le_mul_of_nonneg_right m1 (add_pos hg hw).le
  exact div_le_div_of_nonneg_right (by linarith) hg.le
```

## Two levels that attain both bounds

Let g = 1, w = 2, c = 1, T = diag(3, 0) and W = diag(−2, 2). Then A = diag(1, 2) and T + c = diag(4, 1), so the quotients are 1/4 and 2. These are exactly the two bounds, and their ratio is K = 8. With c = 2 the quotients are 1/5 and 1, with ratio 5 = 1 + 2w/g.

A alone has condition number 2, so here preconditioning makes matters worse. Add a third level with t = 1000 and v = 0: the condition number of A rises to 1000, while the preconditioned one stays at 8 for c = 1.

The last theorem treats the two-level family for 0 < g ≤ w and 0 < c ≤ w, with S the whole space (`⊤`). It checks the assumptions and evaluates R on the two basis vectors.

```lean
/-- The diagonal operator with entries `a` and `b` on a real two-level system. -/
def twoLevel (a b : ℝ) : EuclideanSpace ℝ (Fin 2) →ₗ[ℝ] EuclideanSpace ℝ (Fin 2) where
  toFun x := !₂[a * x 0, b * x 1]
  map_add' x y := by ext i; fin_cases i <;> simp [mul_add]
  map_smul' r x := by ext i; fin_cases i <;> simp [mul_left_comm]

/-- The expectation value of a diagonal two-level operator is `a x₀² + b x₁²`. -/
theorem expect_twoLevel (a b : ℝ) (x : EuclideanSpace ℝ (Fin 2)) :
    expect (twoLevel a b) x = a * x 0 ^ 2 + b * x 1 ^ 2 := by
  simp [expect, twoLevel, PiLp.inner_apply, Fin.sum_univ_two]
  ring

/-- For `0 < g ≤ w` and `0 < c ≤ w`, the two-level model `T = diag(g + w, 0)`,
`W = diag(-w, w)` meets the hypotheses on the whole space and attains both bounds. -/
theorem gapBounds_witness (hg : 0 < g) (hgw : g ≤ w) (hc : 0 < c) (hcw : c ≤ w) :
    GapBounds (twoLevel (g + w) 0) (twoLevel (-w) w) ⊤ w g ∧
    quotient (twoLevel (g + w) 0) (twoLevel (-w) w) c !₂[1, 0] = g / (g + w + c) ∧
    quotient (twoLevel (g + w) 0) (twoLevel (-w) w) c !₂[0, 1] = max 1 (w / c) := by
  have hw : 0 < w := hg.trans_le hgw
  have hn (x : EuclideanSpace ℝ (Fin 2)) : ‖x‖ ^ 2 = x 0 ^ 2 + x 1 ^ 2 := by
    simp [EuclideanSpace.norm_sq_eq, Fin.sum_univ_two]
  refine ⟨⟨fun x => ?_, fun x => ?_, fun x _ => ?_⟩, ?_, ?_⟩
  · rw [expect_twoLevel]
    positivity
  · rw [expect_twoLevel, hn, abs_le]
    have h0 := mul_nonneg hw.le (sq_nonneg (x 0))
    have h1 := mul_nonneg hw.le (sq_nonneg (x 1))
    constructor <;> linarith
  · rw [expect_add, expect_twoLevel, expect_twoLevel, hn]
    have h1 := mul_le_mul_of_nonneg_right hgw (sq_nonneg (x 1))
    linarith
  · rw [quotient, expect_add, expect_precond, expect_twoLevel, expect_twoLevel, hn]
    congr 1 <;> simp
  · rw [max_eq_right ((one_le_div hc).2 hcw), quotient, expect_add, expect_precond,
      expect_twoLevel, expect_twoLevel, hn]
    congr 1 <;> simp

end

end KineticPreconditioner
```

```lean
#print axioms KineticPreconditioner.condition_number_bound
-- 'KineticPreconditioner.condition_number_bound' depends on axioms: [propext, Classical.choice, Quot.sound]
#print axioms KineticPreconditioner.eigenvalue_bounds
-- 'KineticPreconditioner.eigenvalue_bounds' depends on axioms: [propext, Classical.choice, Quot.sound]
#print axioms KineticPreconditioner.unpreconditioned_growth
-- 'KineticPreconditioner.unpreconditioned_growth' depends on axioms: [propext, Classical.choice, Quot.sound]
#print axioms KineticPreconditioner.optimal_shift
-- 'KineticPreconditioner.optimal_shift' depends on axioms: [propext, Classical.choice, Quot.sound]
```
